# Modes with Grüneisen parameters 1 and 3 whose lowest sorted frequency gives a central difference of 2

## Lowest at each volume separately

At a fixed nonzero wavevector, "the lowest frequency of a crystal as a function of volume" can mean two things. It can mean one vibrational mode, followed by its displacement pattern as the volume $V$ changes. It can also mean the smallest number in the list of frequencies, picked afresh at each volume. These notes take the second reading: the lowest frequency is a function of the dynamical matrix at a single volume, with no memory of which mode supplied it elsewhere. A list of phonon frequencies sorted by size at each volume has no such memory either.

For uncoupled modes, as in the model below, the two readings agree until the mode that starts as the lowest is crossed by another. Around such a crossing, a finite difference of the sorted frequency can subtract the frequency of one mode from that of another.

## Two modes that cross at $V=1$

The Grüneisen parameter of a mode with frequency $\omega(V)$ is
$$\gamma = -\frac{V}{\omega}\frac{d\omega}{dV} = -\frac{d\log\omega}{d\log V}.$$
It measures how strongly the mode softens on expansion. Take the dynamical matrix
$$D(V)=\begin{pmatrix}V^{-2}&0\\0&V^{-6}\end{pmatrix},$$
with $V$ measured in units of the volume at which the modes cross, and frequencies in units of their common value there. The eigenvalues are squared frequencies, so the modes are $\omega_0=V^{-1}$ and $\omega_1=V^{-3}$, numbered from zero as in the code. Their Grüneisen parameters are 1 and 3 at every $V>0$.

For a step $h>0$ and a central volume $V_0>0$, the logarithmic central difference is
$$G(V_0,h)=-\frac{\log\omega(V_0e^{h})-\log\omega(V_0e^{-h})}{2h}.$$
Apply it to the lowest sorted frequency at $V_0=1$. At $V=e^{h}$ the frequencies are $e^{-h}$ and $e^{-3h}$, and the lowest is $e^{-3h}$, from mode 1. At $V=e^{-h}$ they are $e^{h}$ and $e^{3h}$, and the lowest is $e^{h}$, from mode 0. Hence
$$G(1,h)=-\frac{-3h-h}{2h}=2.$$

The step has dropped out, because $V_0$ is exactly the crossing volume. A convergence test in $h$ at this volume would look perfect while the answer belonged to neither mode. For phonon calculations at two volumes, this model of uncoupled power-law modes shows that agreement between step sizes does not establish that the modes have been matched correctly.

## What is stated in Lean

The definition `lowestFreq` takes a real square matrix `D` and returns the infimum of all $\omega\ge 0$ for which $Dv=\omega^2v$ has a nonzero solution $v$. The functions `gruneisen` and `gruneisenFD` are the derivative and the central difference above, and `twoMode` is the matrix $D(V)$.

The theorem `sorted_difference_counterexample` has two parts. For every $V>0$, the vectors $(1,0)$ and $(0,1)$ are eigenvectors of $D(V)$ with squared frequencies $(V^{-1})^2$ and $(V^{-3})^2$, and these two branches have Grüneisen parameters 1 and 3. For every $h>0$, the central difference of `lowestFreq (twoMode V)` about $V=1$ equals 2.

The more general theorems concern a finite set of modes $\omega_i=wV^{-\gamma_i}$ with a common frequency $w>0$ at $V=1$. The type `n` labels the modes, `γ : n → ℝ` holds their parameters, and `latticeD w γ V` is the diagonal matrix of the $\omega_i^2$. There are three results:

- `gruneisenFD_tracked`: along one branch, the central difference returns its parameter exactly for every nonzero step.
- `gruneisenFD_same_side`: if $h\le|\log V_0|$, so that the two volumes do not lie on opposite sides of the crossing, the sorted difference returns the parameter of the mode that is lowest at $V_0$.
- `gruneisenFD_straddle`: if $|\log V_0|\le h$, with $\gamma_j$ the largest and $\gamma_k$ the smallest parameter, the sorted difference is
$$\frac{\gamma_j+\gamma_k}{2}+\frac{\log V_0}{h}\,\frac{\gamma_j-\gamma_k}{2}.$$

The model is idealised in several ways. The matrix is real and diagonal, so the modes are uncoupled and their eigenvectors do not change with volume; avoided crossings are not treated. All modes cross at the same volume, and each frequency is a pure power of $V$. The power law stands for a volume-independent Grüneisen parameter, and it is the reason why the tracked difference has no discretisation error. Unstable modes, with negative eigenvalues of $D$, do not occur in the model, and `lowestFreq` would not register them. Rigid translations, which have zero frequency at every volume, are also absent, since $w>0$; if they were included, `lowestFreq` would be zero throughout.

## The derivation for any number of modes

**The lowest frequency of a diagonal matrix.** Let $D$ have diagonal entries $a_i^2$ with $a_i\ge0$, and let $a_j$ be the smallest of the $a_i$. The unit vector along coordinate $j$ satisfies $Dv=a_j^2v$, so $a_j$ is a mode frequency. Conversely, suppose that $Dv=\omega^2v$ with $v\ne0$ and $\omega\ge0$. Some component $v_i$ is nonzero, and $a_i^2v_i=\omega^2v_i$ gives $a_i^2=\omega^2$. Both numbers are nonnegative, so $\omega=a_i\ge a_j$. The lowest frequency is therefore $a_j$.

**The parameter of one branch.** For $\omega=wV^{-g}$ the derivative is $-g\,wV^{-g-1}$, and
$$-\frac{V}{wV^{-g}}\left(-g\,wV^{-g-1}\right)=g.$$

**Which mode is lowest.** Taking logarithms,
$$\log\omega_i=\log w-\gamma_i\log V.$$
The lowest mode is the one with the largest $\gamma_i\log V$. For $V>1$ this is the mode with the largest parameter, and for $V<1$ the one with the smallest. At $V=1$ all frequencies coincide.

**One branch at both volumes.** Write $x=\log V_0$. The two volumes have logarithms $x+h$ and $x-h$. If a single branch with parameter $g$ is used at both,
$$G=\frac{g(x+h)-g(x-h)}{2h}=g.$$
This covers the tracked case. It also covers the sorted case with $h\le|x|$: then $x+h$ and $x-h$ are both nonnegative or both nonpositive, and the mode that is lowest at $V_0$ is lowest at both volumes.

**Volumes on opposite sides.** If $|x|\le h$, then $x+h\ge0$ and $x-h\le0$. The lowest mode is $j$ at the larger volume and $k$ at the smaller one, so
$$G=\frac{\gamma_j(x+h)-\gamma_k(x-h)}{2h}
=\frac{\gamma_j+\gamma_k}{2}+\frac{x}{h}\,\frac{\gamma_j-\gamma_k}{2}.$$
With $x=0$, $\gamma_j=3$ and $\gamma_k=1$ this is 2. At $x=h$ the formula gives $\gamma_j$ and at $x=-h$ it gives $\gamma_k$, in agreement with the previous case.

## The complete file

```lean
import Mathlib

open Matrix

namespace SortedGruneisen

noncomputable section

variable {n : Type*} [Fintype n] [DecidableEq n]

/-- The lowest mode frequency of a dynamical matrix `D`: the infimum of all `ω ≥ 0` for which
`D v = ω² v` has a nonzero solution `v`. -/
def lowestFreq (D : Matrix n n ℝ) : ℝ :=
  sInf {ω : ℝ | 0 ≤ ω ∧ ∃ v : n → ℝ, v ≠ 0 ∧ D *ᵥ v = ω ^ 2 • v}

/-- The Grüneisen parameter `-(V/ω) dω/dV` of a frequency branch `ω(V)`. -/
def gruneisen (ω : ℝ → ℝ) (V : ℝ) : ℝ := -(V / ω V) * deriv ω V

/-- The logarithmic central difference for the Grüneisen parameter, taken between the volumes
`V₀ exp(-h)` and `V₀ exp(h)`. -/
def gruneisenFD (ω : ℝ → ℝ) (V₀ h : ℝ) : ℝ :=
  -(Real.log (ω (V₀ * Real.exp h)) - Real.log (ω (V₀ * Real.exp (-h)))) / (2 * h)

/-- The power-law frequency branch `ω(V) = w V^(-g)`. -/
def powerLaw (w g V : ℝ) : ℝ := w * V ^ (-g)

/-- The dynamical matrix of uncoupled power-law modes `w V^(-γ i)`, all of which have the frequency
`w` at `V = 1`. -/
def latticeD (w : ℝ) (γ : n → ℝ) (V : ℝ) : Matrix n n ℝ :=
  diagonal fun i => powerLaw w (γ i) V ^ 2

/-- The two-mode dynamical matrix `diag(V^(-2), V^(-6))`. -/
def twoMode (V : ℝ) : Matrix (Fin 2) (Fin 2) ℝ :=
  diagonal ![V ^ (-2 : ℤ), V ^ (-6 : ℤ)]

/-- If all `a i` are nonnegative, the lowest frequency of the diagonal dynamical matrix with entries
`a i ^ 2` is the smallest of the `a i`. -/
theorem lowestFreq_diagonal (a : n → ℝ) (ha : ∀ i, 0 ≤ a i) (j : n) (hj : ∀ i, a j ≤ a i) :
    lowestFreq (diagonal fun i => a i ^ 2) = a j := by
  apply IsLeast.csInf_eq
  constructor
  · -- the displacement along coordinate `j` is a mode
    refine ⟨ha j, Pi.single j 1, ?_, ?_⟩
    · intro h
      have := congrFun h j
      simp at this
    · ext i
      rw [Matrix.mulVec_diagonal]
      by_cases hij : i = j
      · subst hij
        simp
      · simp [hij]
  · -- every mode frequency is one of the `a i`
    rintro ω ⟨hω, v, hv, h⟩
    obtain ⟨i, hi⟩ := Function.ne_iff.mp hv
    have h1 := congrFun h i
    rw [Matrix.mulVec_diagonal, Pi.smul_apply, smul_eq_mul] at h1
    have h2 : a i ^ 2 = ω ^ 2 := mul_right_cancel₀ hi h1
    have h3 : a i = ω := (sq_eq_sq₀ (ha i) hω).mp h2
    exact h3 ▸ hj i

/-- On a power-law branch the logarithm of the frequency is linear in `log V`. -/
theorem log_powerLaw {w V : ℝ} (hw : 0 < w) (hV : 0 < V) (g : ℝ) :
    Real.log (powerLaw w g V) = Real.log w - g * Real.log V := by
  rw [powerLaw, Real.log_mul hw.ne' (Real.rpow_pos_of_pos hV _).ne', Real.log_rpow hV]
  ring

/-- A step `h` in the exponent shifts the logarithm of the volume by `h`. -/
theorem log_step {V₀ : ℝ} (hV : 0 < V₀) (h : ℝ) :
    Real.log (V₀ * Real.exp h) = Real.log V₀ + h := by
  rw [Real.log_mul hV.ne' (Real.exp_ne_zero _), Real.log_exp]

/-- The branch `w V^(-g)` has Grüneisen parameter `g` at every volume. -/
theorem gruneisen_powerLaw {w V : ℝ} (hw : 0 < w) (hV : 0 < V) (g : ℝ) :
    gruneisen (powerLaw w g) V = g := by
  have hd : HasDerivAt (powerLaw w g) (w * (-g * V ^ (-g - 1))) V :=
    (Real.hasDerivAt_rpow_const (Or.inl hV.ne')).const_mul w
  have hp : V ^ (-g) ≠ 0 := (Real.rpow_pos_of_pos hV _).ne'
  have hw' := hw.ne'
  have hV' := hV.ne'
  rw [gruneisen, hd.deriv, Real.rpow_sub_one hV', powerLaw]
  generalize V ^ (-g) = p at hp ⊢
  field_simp

/-- At volume `V` the lowest frequency belongs to the mode `j` with the largest value of
`γ j * log V`. -/
theorem lowestFreq_latticeD {w V : ℝ} (hw : 0 < w) (hV : 0 < V) (γ : n → ℝ) (j : n)
    (hj : ∀ i, Real.log V * γ i ≤ Real.log V * γ j) :
    lowestFreq (latticeD w γ V) = powerLaw w (γ j) V := by
  refine lowestFreq_diagonal (fun i => powerLaw w (γ i) V) (fun i => ?_) j (fun i => ?_)
  · exact mul_nonneg hw.le (Real.rpow_nonneg hV.le _)
  · simp only [powerLaw, Real.rpow_def_of_pos hV]
    refine mul_le_mul_of_nonneg_left (Real.exp_le_exp.mpr ?_) hw.le
    linarith [hj i]

/-- Followed along one power-law branch, the central difference gives the Grüneisen parameter
exactly for every nonzero step. -/
theorem gruneisenFD_tracked {w V₀ h : ℝ} (hw : 0 < w) (hV : 0 < V₀) (hh : h ≠ 0) (g : ℝ) :
    gruneisenFD (powerLaw w g) V₀ h = g := by
  rw [gruneisenFD, log_powerLaw hw (by positivity), log_powerLaw hw (by positivity),
    log_step hV, log_step hV, div_eq_iff (by positivity)]
  ring

/-- If both volumes lie on the same side of the crossing at `V = 1`, the sorted central
difference gives the parameter of the mode that is lowest at `V₀`. -/
theorem gruneisenFD_same_side {w V₀ h : ℝ} (hw : 0 < w) (hV : 0 < V₀) (hh : 0 < h)
    (hs : h ≤ |Real.log V₀|) (γ : n → ℝ) (j : n)
    (hj : ∀ i, Real.log V₀ * γ i ≤ Real.log V₀ * γ j) :
    gruneisenFD (fun V => lowestFreq (latticeD w γ V)) V₀ h = γ j := by
  -- the same mode stays lowest at any volume within the stencil
  have key : ∀ t, |t| ≤ h → ∀ i, (Real.log V₀ + t) * γ i ≤ (Real.log V₀ + t) * γ j := by
    intro t ht i
    obtain ⟨h1, h2⟩ := abs_le.mp ht
    rcases le_abs.mp hs with h3 | h3
    · have h4 : γ i ≤ γ j := le_of_mul_le_mul_left (hj i) (by linarith)
      exact mul_le_mul_of_nonneg_left h4 (by linarith)
    · have h4 : γ j ≤ γ i :=
        le_of_mul_le_mul_left (a := -Real.log V₀) (by linarith [hj i]) (by linarith)
      exact mul_le_mul_of_nonpos_left h4 (by linarith)
  have hp := lowestFreq_latticeD (V := V₀ * Real.exp h) hw (by positivity) γ j
    (by rw [log_step hV]; exact key h (abs_of_pos hh).le)
  have hm := lowestFreq_latticeD (V := V₀ * Real.exp (-h)) hw (by positivity) γ j
    (by rw [log_step hV]; exact key (-h) (by rw [abs_neg, abs_of_pos hh]))
  have ht := gruneisenFD_tracked hw hV hh.ne' (γ j)
  simp only [gruneisenFD] at ht ⊢
  rw [hp, hm, ht]

/-- If the two volumes straddle the crossing at `V = 1`, the sorted central difference is the
mean of the largest and smallest Grüneisen parameters plus a term linear in `log V₀ / h`. -/
theorem gruneisenFD_straddle {w V₀ h : ℝ} (hw : 0 < w) (hV : 0 < V₀) (hh : 0 < h)
    (hs : |Real.log V₀| ≤ h) (γ : n → ℝ) (j k : n) (hj : ∀ i, γ i ≤ γ j)
    (hk : ∀ i, γ k ≤ γ i) :
    gruneisenFD (fun V => lowestFreq (latticeD w γ V)) V₀ h =
      (γ j + γ k) / 2 + Real.log V₀ / h * ((γ j - γ k) / 2) := by
  obtain ⟨h1, h2⟩ := abs_le.mp hs
  -- the largest parameter is lowest after expansion, the smallest after compression
  have hp := lowestFreq_latticeD (V := V₀ * Real.exp h) hw (by positivity) γ j
    (fun i => by
      rw [log_step hV]
      exact mul_le_mul_of_nonneg_left (hj i) (by linarith))
  have hm := lowestFreq_latticeD (V := V₀ * Real.exp (-h)) hw (by positivity) γ k
    (fun i => by
      rw [log_step hV]
      exact mul_le_mul_of_nonpos_left (hk i) (by linarith))
  simp only [gruneisenFD]
  rw [hp, hm, log_powerLaw hw (by positivity), log_powerLaw hw (by positivity),
    log_step hV, log_step hV]
  have hh' := hh.ne'
  field_simp
  ring

/-- For `V > 0` the matrix `diag(V^(-2), V^(-6))` is the power-law lattice with parameters `γ` equal
to 1 and 3 and unit frequency at `V = 1`. -/
theorem twoMode_eq {V : ℝ} (hV : 0 < V) : twoMode V = latticeD 1 ![1, 3] V := by
  have h3 : V ^ (3 : ℝ) = V ^ (3 : ℕ) := by exact_mod_cast Real.rpow_natCast V 3
  have e1 : V ^ (-2 : ℤ) = powerLaw 1 1 V ^ 2 := by
    rw [powerLaw, Real.rpow_neg hV.le, Real.rpow_one, _root_.zpow_neg, _root_.zpow_ofNat]
    ring
  have e3 : V ^ (-6 : ℤ) = powerLaw 1 3 V ^ 2 := by
    rw [powerLaw, Real.rpow_neg hV.le, h3, _root_.zpow_neg, _root_.zpow_ofNat]
    ring
  unfold twoMode latticeD
  congr 1
  ext i
  fin_cases i
  · exact e1
  · exact e3

/-- The modes of `diag(V^(-2), V^(-6))` have Grüneisen parameters 1 and 3 at every volume, but the
central difference of the lowest sorted frequency about `V = 1` is 2 for every positive step. -/
theorem sorted_difference_counterexample :
    (∀ V : ℝ, 0 < V →
      (twoMode V *ᵥ ![1, 0] = powerLaw 1 1 V ^ 2 • ![1, 0] ∧ gruneisen (powerLaw 1 1) V = 1) ∧
      (twoMode V *ᵥ ![0, 1] = powerLaw 1 3 V ^ 2 • ![0, 1] ∧ gruneisen (powerLaw 1 3) V = 3)) ∧
    ∀ h : ℝ, 0 < h → gruneisenFD (fun V => lowestFreq (twoMode V)) 1 h = 2 := by
  constructor
  · intro V hV
    refine ⟨⟨?_, gruneisen_powerLaw one_pos hV 1⟩, ⟨?_, gruneisen_powerLaw one_pos hV 3⟩⟩
    all_goals
      rw [twoMode_eq hV]
      ext i
      fin_cases i <;> simp [latticeD, Matrix.mulVec_diagonal]
  · intro h hh
    -- the stencil is centred on the crossing, so only the mean survives
    have key := gruneisenFD_straddle (w := 1) (V₀ := 1) one_pos one_pos hh
      (by simpa using hh.le) (![1, 3] : Fin 2 → ℝ) 1 0
      (by intro i; fin_cases i <;> norm_num) (by intro i; fin_cases i <;> norm_num)
    have hp := twoMode_eq (V := 1 * Real.exp h) (by positivity)
    have hm := twoMode_eq (V := 1 * Real.exp (-h)) (by positivity)
    simp only [gruneisenFD] at key ⊢
    rw [hp, hm, key, Real.log_one]
    norm_num

end

end SortedGruneisen
```

```lean
#print axioms SortedGruneisen.gruneisenFD_same_side
#print axioms SortedGruneisen.sorted_difference_counterexample
```

```
'SortedGruneisen.gruneisenFD_same_side' depends on axioms: [propext, Classical.choice, Quot.sound]
'SortedGruneisen.sorted_difference_counterexample' depends on axioms: [propext, Classical.choice, Quot.sound]
```

## How the proof follows the derivation

`lowestFreq_diagonal` proves that $a_j$ is the least element of the set of mode frequencies, and `IsLeast.csInf_eq` turns this into a value for the infimum. The first half supplies the unit vector `Pi.single j 1`. The second half uses `Function.ne_iff` to find a nonzero component of $v$, cancels it with `mul_right_cancel₀`, and compares nonnegative square roots with `sq_eq_sq₀`.

`lowestFreq_latticeD` applies this to the power-law modes. Its hypothesis `hj` says that mode $j$ has the largest $\gamma_i\log V$. The proof writes each power of $V$ as an exponential and uses the monotonicity of the exponential function, so a single lemma serves both sides of the crossing.

`log_powerLaw` and `log_step` provide the linear relation between $\log\omega$ and $\log V$ and the shift of $\log V_0$ by $h$. With these, `gruneisenFD_tracked` reduces to algebra, which `ring` completes. `gruneisen_powerLaw` computes the derivative of the power and cancels the common factors with `field_simp`.

In `gruneisenFD_same_side`, the auxiliary statement `key` says that mode $j$ remains lowest when $\log V_0$ is shifted by any $t$ with $|t|\le h$. It treats positive and negative $\log V_0$ separately, because multiplication by a negative number reverses the order of the parameters. The sorted frequencies at both volumes are then replaced by branch $j$, and the tracked result applies.

`gruneisenFD_straddle` makes the corresponding replacements with two different modes: `hp` identifies branch $j$ at the larger volume, and `hm` identifies branch $k$ at the smaller one. Inserting the logarithms and clearing the denominators gives the formula.

`twoMode_eq` identifies $\mathrm{diag}(V^{-2},V^{-6})$ with the general model for $w=1$ and parameters `![1, 3]`. The final theorem checks the two eigenvectors by components and quotes `gruneisen_powerLaw` for their parameters. For the central difference it uses the straddling formula with $j=1$, $k=0$ and $V_0=1$, where $\log V_0=0$ leaves only the mean of 3 and 1.

## Sorting the whole spectrum

Another model would take the full ordered list of eigenvalues from the spectral theorem for symmetric matrices, and define the sorted frequencies as their square roots. The definition would then need a proof that the matrix is symmetric at each volume, and `lowestFreq_diagonal` would give way to a lemma that the ordered eigenvalues of a diagonal matrix are its ordered entries. The value 2 for the lowest frequency would stay the same.

The gain would be access to the upper sorted frequency, about which the present file has no theorem. In the two-mode example it is $e^{-h}$ at $V=e^{h}$ and $e^{3h}$ at $V=e^{-h}$, so its central difference is $-(-h-3h)/(2h)=2$ as well. Sorting would thus assign the same parameter to both frequencies, although the modes have parameters 1 and 3.
